# The trapezoidal sum on a uniform radial grid underestimates the norm of an exponential density

## Counting the electron near a nucleus

The ground state of a single electron bound to a point nucleus of charge $Z$ has, in atomic units, the density

$$n(r) = \frac{Z^3}{\pi}\, e^{-2Zr},$$

where $r$ is the distance from the nucleus. The density has a cusp at $r=0$: it falls off linearly in every direction. Its integral over space is one electron.

Suppose that a program stores $n$ at the radii $h, 2h, 3h, \dots$ and integrates by adding up the values of $4\pi r^2 n(r)$, each multiplied by the spacing $h$. Does it find one electron, more, or less? The sum has a closed form, and the answer is always less, whatever the spacing.

## The two norms

Let $a>0$ be the decay constant of an exponential density; the state above has $a=2Z$. Without the angular factor $4\pi$ and the prefactor of the density, the quantities to compare are

$$I(a)=\int_0^\infty r^2e^{-ar}\,dr,\qquad G(a,h)=h\sum_{j=0}^{\infty}\big((j+1)h\big)^2e^{-a(j+1)h}.$$

The index $j$ starts at zero, so the first node is $h$. The integrand vanishes at $r=0$, so adding that end point would change nothing, and $G$ is the trapezoidal rule on the half-line. "Norm" here means the integral of a density, not the square root of such an integral.

With $b=ah/2$, the result for all $a,h>0$ is

$$G(a,h)=\frac{h^3\cosh b}{4\sinh^3 b},\qquad I(a)=\frac{2}{a^3},\qquad G(a,h)<I(a).$$

## Summing the series

For $0\le q<1$ the binomial series give

$$\sum_{j\ge0}\binom{j+2}{2}q^j=\frac1{(1-q)^3},\qquad \sum_{j\ge0}(j+1)q^j=\frac1{(1-q)^2}.$$

Since $2\binom{j+2}{2}-(j+1)=(j+2)(j+1)-(j+1)=(j+1)^2$, it follows that

$$\sum_{j\ge0}(j+1)^2q^{j+1}=q\left[\frac{2}{(1-q)^3}-\frac{1}{(1-q)^2}\right]=\frac{q(1+q)}{(1-q)^3}.$$

Now put $q=e^{-ah}=e^{-2b}$. Then $G=h^3\sum_{j\ge0}(j+1)^2q^{j+1}$, and

$$1+q=2e^{-b}\cosh b,\qquad 1-q=2e^{-b}\sinh b.$$

Substitution gives

$$G=h^3\,\frac{e^{-2b}\cdot 2e^{-b}\cosh b}{8e^{-3b}\sinh^3 b}=\frac{h^3\cosh b}{4\sinh^3 b}.$$

For the integral, the substitution $t=ar$ gives $I=a^{-3}\int_0^\infty t^2e^{-t}\,dt=\Gamma(3)/a^3=2/a^3$.

## Comparing the sum with the integral

Both denominators are positive, so $G<I$ is equivalent to $a^3h^3\cosh b<8\sinh^3 b$. Because $ah=2b$, this is

$$b^3\cosh b<\sinh^3 b .$$

To prove it for $b>0$, consider

$$f(y)=\sinh y\,(\cosh y)^{-1/3}-y,\qquad f(0)=0.$$

Its derivative is

$$f'(y)=(\cosh y)^{2/3}-\tfrac13\sinh^2y\,(\cosh y)^{-4/3}-1 .$$

Write $u=(\cosh y)^{-1/3}$, so that $\cosh y=u^{-3}$ and $\sinh^2y=u^{-6}-1$. Then

$$f'(y)=u^{-2}-\tfrac13(u^{-2}-u^4)-1=\tfrac13\left(2u^{-2}+u^4-3\right),$$

and multiplication by $3u^2$ gives

$$3u^2f'(y)=u^6-3u^2+2=(1-u^2)^2(u^2+2).$$

For $y>0$ we have $0<u<1$, so the right-hand side is positive. Hence $f$ increases from zero, and $\sinh b\,(\cosh b)^{-1/3}>b>0$. Cubing and multiplying by $\cosh b$ gives the inequality.

## Less than one electron

For the hydrogenic state, $4\pi r^2n(r)=4Z^3r^2e^{-2Zr}$. The exact charge is $4Z^3I(2Z)=4Z^3\cdot 2/(8Z^3)=1$. The grid charge is therefore $4Z^3G(2Z,h)<1$.

If the exact values of $n$ at the nodes are rescaled until the grid sum equals one, the density thus becomes too large at every node, by the factor $\sinh^3 b/(b^3\cosh b)$ with $b=Zh$. This concerns sampled values of the exact density, not values obtained by solving a discretised radial equation, which carry an error of their own.

## The Lean file

```lean
import Mathlib

open MeasureTheory Set
open Real (exp sinh cosh)

namespace UniformRadialGrid

/-- The radial integrand `r² exp(-a r)` of an exponential density with decay constant `a`. -/
noncomputable def radialDensity (a r : ℝ) : ℝ := r ^ 2 * exp (-(a * r))

/-- The exact radial norm: the integral of `r² exp(-a r)` over all positive radii. -/
noncomputable def exactNorm (a : ℝ) : ℝ := ∫ r in Ioi (0 : ℝ), radialDensity a r

/-- The norm on the uniform grid `h, 2h, 3h, …`, each node having weight `h`. -/
noncomputable def gridNorm (a h : ℝ) : ℝ :=
  h * ∑' j : ℕ, radialDensity a (((j : ℝ) + 1) * h)

/-- The sum of `j² q^j` over `j ≥ 1` is `q (1 + q) / (1 - q)³` for `0 ≤ q < 1`. -/
theorem hasSum_sq_geometric {q : ℝ} (h0 : 0 ≤ q) (h1 : q < 1) :
    HasSum (fun j : ℕ => ((j : ℝ) + 1) ^ 2 * q ^ (j + 1)) (q * (1 + q) / (1 - q) ^ 3) := by
  have hn : ‖q‖ < 1 := by rwa [Real.norm_of_nonneg h0]
  have s2 : HasSum (fun n : ℕ => ((n + 2).choose 2 : ℝ) * q ^ n) (1 / (1 - q) ^ 3) :=
    hasSum_choose_mul_geometric_of_norm_lt_one 2 hn
  have s1 : HasSum (fun n : ℕ => ((n + 1).choose 1 : ℝ) * q ^ n) (1 / (1 - q) ^ 2) :=
    hasSum_choose_mul_geometric_of_norm_lt_one 1 hn
  have hq : 1 - q ≠ 0 := by linarith
  -- (j+1)² is twice a binomial coefficient of order two minus one of order one
  have hf : (fun j : ℕ => ((j : ℝ) + 1) ^ 2 * q ^ (j + 1)) = fun j : ℕ =>
      q * (2 * (((j + 2).choose 2 : ℝ) * q ^ j) - ((j + 1).choose 1 : ℝ) * q ^ j) := by
    funext j
    simp only [Nat.cast_choose_two, Nat.choose_one_right]
    push_cast
    ring
  have e : 1 / (1 - q) ^ 2 = (1 - q) / (1 - q) ^ 3 := by
    rw [div_eq_div_iff (pow_ne_zero 2 hq) (pow_ne_zero 3 hq)]
    ring
  have hv : q * (1 + q) / (1 - q) ^ 3 = q * (2 * (1 / (1 - q) ^ 3) - 1 / (1 - q) ^ 2) := by
    rw [e]
    ring
  rw [hf, hv]
  exact ((s2.mul_left 2).sub s1).mul_left q

/-- For `a, h > 0` the grid sum converges, with value `h³ cosh b / (4 sinh³ b)`, `b = a h / 2`. -/
theorem hasSum_grid {a h : ℝ} (ha : 0 < a) (hh : 0 < h) :
    HasSum (fun j : ℕ => h * radialDensity a (((j : ℝ) + 1) * h))
      (h ^ 3 * cosh (a * h / 2) / (4 * sinh (a * h / 2) ^ 3)) := by
  have hah : 0 < a * h := mul_pos ha hh
  have hs : 0 < sinh (a * h / 2) := Real.sinh_pos_iff.2 (by linarith)
  have huv : exp (a * h / 2) * exp (-(a * h / 2)) = 1 := by
    rw [← Real.exp_add, add_neg_cancel, Real.exp_zero]
  have hq : exp (-(a * h)) = exp (-(a * h / 2)) ^ 2 := by
    rw [pow_two, ← Real.exp_add]
    congr 1
    ring
  have e1 : 1 + exp (-(a * h)) = 2 * exp (-(a * h / 2)) * cosh (a * h / 2) := by
    rw [Real.cosh_eq, hq]
    linear_combination -huv
  have e2 : 1 - exp (-(a * h)) = 2 * exp (-(a * h / 2)) * sinh (a * h / 2) := by
    rw [Real.sinh_eq, hq]
    linear_combination -huv
  have hf : (fun j : ℕ => h * radialDensity a (((j : ℝ) + 1) * h)) =
      fun j : ℕ => h ^ 3 * (((j : ℝ) + 1) ^ 2 * exp (-(a * h)) ^ (j + 1)) := by
    funext j
    have e : exp (-(a * (((j : ℝ) + 1) * h))) = exp (-(a * h)) ^ (j + 1) := by
      rw [← Real.exp_nat_mul]
      congr 1
      push_cast
      ring
    rw [radialDensity, e]
    ring
  have hv : h ^ 3 * cosh (a * h / 2) / (4 * sinh (a * h / 2) ^ 3) =
      h ^ 3 * (exp (-(a * h)) * (1 + exp (-(a * h))) / (1 - exp (-(a * h))) ^ 3) := by
    rw [e1, e2, hq, ← mul_div_assoc, div_eq_div_iff (by positivity) (by positivity)]
    ring
  rw [hf, hv]
  exact (hasSum_sq_geometric (Real.exp_pos _).le
    (Real.exp_lt_one_iff.2 (by linarith))).mul_left (h ^ 3)

/-- The exact norm of an exponential density with `a > 0` is `2 / a³`. -/
theorem exactNorm_eq {a : ℝ} (ha : 0 < a) : exactNorm a = 2 / a ^ 3 := by
  have hG : Real.Gamma 3 = 2 := by
    rw [show (3 : ℝ) = ((2 : ℕ) : ℝ) + 1 by norm_num, Real.Gamma_nat_eq_factorial]
    norm_num [Nat.factorial]
  have e : (3 : ℝ) - 1 = ((2 : ℕ) : ℝ) := by norm_num
  have hI := Real.integral_rpow_mul_exp_neg_mul_Ioi (a := 3) (r := a) (by norm_num) ha
  rw [hG, show (1 / a) ^ (3 : ℝ) = (1 / a) ^ 3 from Real.rpow_natCast (1 / a) 3] at hI
  simp only [e, Real.rpow_natCast] at hI
  unfold exactNorm radialDensity
  rw [hI]
  ring

/-- Lazarević's inequality: `x³ cosh x < sinh³ x` for `x > 0`. -/
theorem cube_mul_cosh_lt_sinh_cube {x : ℝ} (hx : 0 < x) : x ^ 3 * cosh x < sinh x ^ 3 := by
  have key : ∀ c s r : ℝ, 1 < c → 0 < r → r ^ 3 * c = 1 → c ^ 2 - s ^ 2 = 1 →
      0 < c * r + s * (s * (-(1 / 3)) * (r / c)) - 1 := by
    intro c s r hc hr h3 hs
    have hrc : r / c = r ^ 4 := by
      rw [div_eq_iff (by linarith)]
      linear_combination -r * h3
    have hr1 : r < 1 := by
      by_contra hcon
      have h1 : 1 ≤ r ^ 3 := one_le_pow₀ (not_lt.1 hcon)
      nlinarith
    have hw : 0 < 1 - r ^ 2 := by nlinarith
    have hp : 0 < r ^ 2 * (2 * (c * r) + r ^ 4 - 3) := by
      have e : r ^ 2 * (2 * (c * r) + r ^ 4 - 3) = (1 - r ^ 2) ^ 2 * (r ^ 2 + 2) := by
        linear_combination 2 * h3
      rw [e]
      exact mul_pos (pow_pos hw 2) (by positivity)
    have hp' := (mul_pos_iff_of_pos_left (pow_pos hr 2)).1 hp
    have e : c * r + s * (s * (-(1 / 3)) * (r / c)) - 1 = (2 * (c * r) + r ^ 4 - 3) / 3 := by
      rw [hrc]
      linear_combination (-(c * r) / 3) * h3 + r ^ 4 / 3 * hs
    rw [e]
    linarith
  have h3 : ∀ y : ℝ, (cosh y ^ (-(1 / 3) : ℝ)) ^ 3 * cosh y = 1 := by
    intro y
    rw [← Real.rpow_natCast, ← Real.rpow_mul (Real.cosh_pos y).le,
      show (-(1 / 3) : ℝ) * ((3 : ℕ) : ℝ) = -1 by norm_num, Real.rpow_neg_one]
    exact inv_mul_cancel₀ (Real.cosh_pos y).ne'
  have hd : ∀ y : ℝ, HasDerivAt (fun y => sinh y * cosh y ^ (-(1 / 3) : ℝ) - y)
      (cosh y * cosh y ^ (-(1 / 3) : ℝ) +
        sinh y * (sinh y * (-(1 / 3)) * cosh y ^ (-(1 / 3) - 1 : ℝ)) - 1) y := fun y =>
    ((Real.hasDerivAt_sinh y).fun_mul ((Real.hasDerivAt_cosh y).rpow_const
      (Or.inl (Real.cosh_pos y).ne'))).fun_sub (hasDerivAt_id' y)
  -- the auxiliary function vanishes at the origin and increases
  have hmono : StrictMonoOn (fun y => sinh y * cosh y ^ (-(1 / 3) : ℝ) - y) (Ici 0) := by
    refine strictMonoOn_of_deriv_pos (convex_Ici 0)
      (fun y _ => (hd y).continuousAt.continuousWithinAt) (fun y hy => ?_)
    rw [interior_Ici] at hy
    rw [(hd y).deriv, Real.rpow_sub_one (Real.cosh_pos y).ne']
    exact key _ _ _ (Real.one_lt_cosh.2 (ne_of_gt hy)) (Real.rpow_pos_of_pos (Real.cosh_pos y) _)
      (h3 y) (Real.cosh_sq_sub_sinh_sq y)
  have h0 := hmono (mem_Ici.2 le_rfl) (mem_Ici.2 hx.le) hx
  simp only [Real.sinh_zero, zero_mul, sub_zero] at h0
  have hcube : x ^ 3 < (sinh x * cosh x ^ (-(1 / 3) : ℝ)) ^ 3 :=
    pow_lt_pow_left₀ (by linarith) hx.le (by norm_num)
  calc x ^ 3 * cosh x < (sinh x * cosh x ^ (-(1 / 3) : ℝ)) ^ 3 * cosh x :=
        mul_lt_mul_of_pos_right hcube (Real.cosh_pos x)
    _ = sinh x ^ 3 := by linear_combination sinh x ^ 3 * h3 x

/-- For `a, h > 0` the grid norm is `h³ cosh b / (4 sinh³ b)` with `b = a h / 2`, the exact norm
is `2 / a³`, and the grid norm is strictly the smaller of the two. -/
theorem gridNorm_underestimates {a h : ℝ} (ha : 0 < a) (hh : 0 < h) :
    gridNorm a h = h ^ 3 * cosh (a * h / 2) / (4 * sinh (a * h / 2) ^ 3) ∧
      exactNorm a = 2 / a ^ 3 ∧ gridNorm a h < exactNorm a := by
  have hg : gridNorm a h = h ^ 3 * cosh (a * h / 2) / (4 * sinh (a * h / 2) ^ 3) := by
    rw [gridNorm, ← tsum_mul_left]
    exact (hasSum_grid ha hh).tsum_eq
  refine ⟨hg, exactNorm_eq ha, ?_⟩
  have hb : 0 < a * h / 2 := by positivity
  have hs : 0 < sinh (a * h / 2) := Real.sinh_pos_iff.2 hb
  have hL := cube_mul_cosh_lt_sinh_cube hb
  rw [hg, exactNorm_eq ha, div_lt_div_iff₀ (mul_pos (by norm_num) (pow_pos hs 3)) (pow_pos ha 3)]
  have e : h ^ 3 * cosh (a * h / 2) * a ^ 3 = 8 * ((a * h / 2) ^ 3 * cosh (a * h / 2)) := by ring
  linarith

/-- The radial distribution `4 Z³ r² exp(-2 Z r)` of the hydrogenic 1s state, summed on a uniform
grid, gives less than one electron for every `Z > 0` and every spacing `h > 0`. -/
theorem hydrogenic_charge_lt_one {Z h : ℝ} (hZ : 0 < Z) (hh : 0 < h) :
    4 * Z ^ 3 * gridNorm (2 * Z) h < 1 := by
  have hZ2 : 0 < 2 * Z := by positivity
  have hlt := (gridNorm_underestimates hZ2 hh).2.2
  rw [exactNorm_eq hZ2, lt_div_iff₀ (pow_pos hZ2 3)] at hlt
  have e : 4 * Z ^ 3 * gridNorm (2 * Z) h = gridNorm (2 * Z) h * (2 * Z) ^ 3 / 2 := by ring
  linarith

end UniformRadialGrid
```

```lean
#print axioms UniformRadialGrid.gridNorm_underestimates
#print axioms UniformRadialGrid.hydrogenic_charge_lt_one
```

```
'UniformRadialGrid.gridNorm_underestimates' depends on axioms: [propext, Classical.choice, Quot.sound]
'UniformRadialGrid.hydrogenic_charge_lt_one' depends on axioms: [propext, Classical.choice, Quot.sound]
```

## Reading the statements

`radialDensity a r` is the integrand $r^2e^{-ar}$, with the volume factor $r^2$ included; it is not the density $n$ itself. `exactNorm a` is its integral over `Ioi 0`, the open half-line $r>0$, and represents $I(a)$. `gridNorm a h` represents $G(a,h)$, with the infinite sum written as `∑'` over natural numbers `j` and the nodes as `((j : ℝ) + 1) * h`.

The theorem `gridNorm_underestimates` takes real numbers `a` and `h` with `0 < a` and `0 < h`. The first condition says that the density decays, the second that the grid has a genuine spacing. The conclusion joins three statements: the closed form of the grid norm, the value of the exact norm, and the strict inequality. There is no upper limit on `h`, so the sign of the error holds for coarse grids as well as fine ones.

Lean assigns the value zero to a divergent sum or integral. Here `hasSum_grid` establishes convergence of the sum, and the nonzero value $2/a^3$ shows that the integral is a true one.

The theorem `hydrogenic_charge_lt_one` sets $a=2Z$ and supplies the prefactor $4Z^3$. The charge `Z` may be any positive real number, not only an integer. The Schrödinger equation does not enter: the form of the 1s density is taken as given.

The statements concern one particular rule, with nodes at whole multiples of $h$ and equal weights. A grid shifted by half a spacing is a different rule, about which they say nothing. The grid is also infinite, whereas a program stops at some outermost radius; since every omitted term is positive, stopping early only lowers the sum further. Nor do the statements cover the density of a many-electron atom, which is not a single exponential.

## From the series to the closed form

`hasSum_sq_geometric` is the summation formula for $(j+1)^2q^{j+1}$. The two binomial series come from Mathlib as `s2` and `s1`. The equation `hf` rewrites each term as the combination of binomial coefficients used above, and `hv` does the same for the value. The last line then combines the series: twice the first, minus the second, all multiplied by $q$. The predicate `HasSum` carries convergence and value together through these operations.

`hasSum_grid` applies this with $q=e^{-ah}$. The facts `e1` and `e2` are the expressions for $1+q$ and $1-q$ in terms of $\cosh b$ and $\sinh b$. Both follow from the definitions of the hyperbolic functions and from $e^be^{-b}=1$, which is `huv`. The equation `hf` extracts the factor $h^3$ from each term, and `hv` converts the value to hyperbolic form.

`exactNorm_eq` uses Mathlib's Gamma integral for real exponents. In that lemma the argument called `a` is the Gamma argument, here 3, and the one called `r` is the decay constant. The remaining steps evaluate $\Gamma(3)=2$ and turn real exponents into natural ones.

## From the derivative to the inequality

`cube_mul_cosh_lt_sinh_cube` carries the analytic part. Lazarević's inequality is usually written $\cosh x<(\sinh x/x)^3$ for all $x\ne0$; the lemma states it for $x>0$ with the denominator cleared, which is the case needed for a positive spacing.

The proof separates algebra from calculus. The auxiliary fact `key` shows that the derivative is positive, using only numbers `c`, `s` and `r` that satisfy the relations of $\cosh y$, $\sinh y$ and $u$. The letter `r` in this lemma is thus our $u$, not a radius. Within `key`, `hrc` gives $u/\cosh y=u^4$, `hr1` gives $u<1$, and `hp` contains the factorisation $(1-u^2)^2(u^2+2)$. The `linear_combination` steps check the polynomial identities after the relations have been inserted.

The calculus follows. `h3` is the relation $u^3\cosh y=1$, and `hd` differentiates $f$ by the product and power rules. `hmono` concludes that $f$ is strictly increasing on $[0,\infty)$, for which a positive derivative in the interior is enough; at $y=0$ the derivative is zero. Comparing $f(x)$ with $f(0)$ gives `h0`, `hcube` takes the cube, and the closing `calc` block multiplies by $\cosh x$.

In `gridNorm_underestimates`, the closed form follows from `hasSum_grid` by taking the value of the convergent sum. For the strict inequality, `div_lt_div_iff₀` cross-multiplies the two fractions, and `e` expresses the left-hand side as $8b^3\cosh b$. The inequality just proved, applied at $x=b$, then suffices. `hydrogenic_charge_lt_one` takes the third part of this theorem at $a=2Z$ and multiplies out the prefactor.
